# Kitaev chain with Δ² < t² and |tμ| ≤ 2(t² − Δ²): the bulk gap is |Δ| √(4 − μ²/(t² − Δ²))

When I diagonalise a finite open Kitaev chain and find a level near zero energy, I compare it with the bulk gap before I treat it as a candidate end state. For that I need the minimum over k of

E(k)² = (2t cos k + μ)² + 4Δ² sin² k,

where t is the hopping, Δ the pairing amplitude and μ the chemical potential. For 0 < Δ < t and t|μ| ≤ 2(t² − Δ²), I believe that the minimum is Δ²(4 − μ²/(t² − Δ²)), attained at cos k = −μt/(2(t² − Δ²)), and not at k = 0 or k = π in general. Can this be made rigorous and machine-checked, starting from the Bogoliubov-de Gennes matrix and not just from the dispersion?

## Yes: the squared energy is a parabola in cos k

Write ξ = 2t cos k + μ and d = 2Δ sin k. The Bogoliubov-de Gennes matrix at momentum k has rows (−ξ, id) and (−id, ξ), so

det(H(k) − E) = (−ξ − E)(ξ − E) − (id)(−id) = E² − ξ² − d².

A real E is therefore an eigenvalue exactly when E² = ξ² + d², which is the dispersion in the question.

Now put x = cos k and g = t² − Δ², and replace sin² k by 1 − x²:

E(k)² = 4g x² + 4tμ x + μ² + 4Δ²
= 4g (x + tμ/(2g))² + μ² + 4Δ² − t²μ²/g.

Since μ² − t²μ²/g = μ²(g − t²)/g = −Δ²μ²/g, this becomes

E(k)² = 4g (x + tμ/(2g))² + Δ²(4 − μ²/g).

For g > 0 the first term is nonnegative, and it vanishes only at x = −tμ/(2g). The condition |tμ| ≤ 2g places this number in [−1, 1], so some real k has it as its cosine. This proves the minimum and its location.

For the gap itself, take the square root. The condition on μ gives μ² ≤ 4g²/t², hence 4 − μ²/g ≥ 4 − 4g/t² = 4Δ²/t² ≥ 0. The least nonnegative eigenvalue is thus |Δ| √(4 − μ²/g). At μ = 0 it is 2|Δ|, reached at cos k = 0.

If instead |tμ| ≥ 2g, the minimum lies at k = 0 or k = π, the edges of the band −2t cos k that the chain has without pairing. Choose k = π when tμ ≥ 0 and k = 0 when tμ ≤ 0; the squared energy there is 4t² + μ² − 4|tμ| = (2|t| − |μ|)². For any other k, let c = |cos k|. Since tμ cos k ≥ −|tμ|c,

E(k)² − (2|t| − |μ|)² ≥ 4(1 − c)(|tμ| − g(1 + c)).

The right side is nonnegative: if g ≥ 0, then g(1 + c) ≤ 2g ≤ |tμ|, and if g < 0, the second factor is positive. At |tμ| = 2g with g > 0, both formulas apply and agree.

## How the Lean statements describe the chain

`bdg t Δ μ k` is the complex 2×2 matrix above, with real parameters and real momentum. Its convention is that a quasiparticle costs E, with the usual factor 1/2 standing in front of the Nambu form of the many-body Hamiltonian. `energySq` is the squared dispersion. `excitationEnergies` collects every E ≥ 0 for which some momentum k and some nonzero vector v satisfy H(k)v = Ev.

`IsLeast S a` says that a belongs to S and is a lower bound of S, so the minimum is attained. `isLeast_energySq` states this for the squared dispersion, and `bulk_gap` for the excitation energies. Both assume `Δ ^ 2 < t ^ 2`, meaning pairing weaker than hopping, and `|t * μ| ≤ 2 * (t ^ 2 - Δ ^ 2)`, which keeps the optimal cosine attainable. Your case is included, and the signs of t, Δ and μ are free. Under these two conditions, `energySq_eq_min_iff` identifies the minimising momenta exactly; the equivalence itself needs only the first, but without the second its constant lies below the minimum, and neither side holds for any k. `band_edge_minimum` treats the complementary regime at the level of the squared dispersion.

The model is a translation-invariant, mean-field chain with nearest-neighbour hopping and pairing. The matrix is taken as the starting point and not derived from the lattice operators, and Δ is a given number, not a self-consistent one. Momentum is continuous; a finite periodic chain samples only some values of k, so its smallest energy may lie above this gap. End states of an open chain are not treated.

```lean
import Mathlib

open Matrix

namespace KitaevChainBulkGap

noncomputable section

/-- The Bogoliubov-de Gennes Hamiltonian of the Kitaev chain at momentum `k`, with hopping `t`,
pairing `Δ` and chemical potential `μ`. -/
def bdg (t Δ μ k : ℝ) : Matrix (Fin 2) (Fin 2) ℂ :=
  !![-(2 * (t : ℂ) * (Real.cos k : ℂ) + (μ : ℂ)), 2 * Complex.I * (Δ : ℂ) * (Real.sin k : ℂ);
     -(2 * Complex.I * (Δ : ℂ) * (Real.sin k : ℂ)), 2 * (t : ℂ) * (Real.cos k : ℂ) + (μ : ℂ)]

/-- The squared quasiparticle dispersion of the chain. -/
def energySq (t Δ μ k : ℝ) : ℝ :=
  (2 * t * Real.cos k + μ) ^ 2 + 4 * Δ ^ 2 * Real.sin k ^ 2

/-- The excitation energies: all nonnegative eigenvalues of the Hamiltonian, over all momenta. -/
def excitationEnergies (t Δ μ : ℝ) : Set ℝ :=
  {E | 0 ≤ E ∧ ∃ k : ℝ, ∃ v : Fin 2 → ℂ, v ≠ 0 ∧ bdg t Δ μ k *ᵥ v = (E : ℂ) • v}

/-- A real number `E` is an eigenvalue of the Hamiltonian at momentum `k` exactly when `E ^ 2`
equals the squared dispersion. -/
theorem eigenvalue_iff (t Δ μ k E : ℝ) :
    (∃ v : Fin 2 → ℂ, v ≠ 0 ∧ bdg t Δ μ k *ᵥ v = (E : ℂ) • v) ↔
      E ^ 2 = energySq t Δ μ k := by
  -- the secular determinant
  have hdet : (bdg t Δ μ k - (E : ℂ) • (1 : Matrix (Fin 2) (Fin 2) ℂ)).det
      = ((E ^ 2 - energySq t Δ μ k : ℝ) : ℂ) := by
    simp [bdg, energySq, Matrix.det_fin_two]
    linear_combination 4 * (Δ : ℂ) ^ 2 * Complex.sin (k : ℂ) ^ 2 * Complex.I_sq
  constructor
  · rintro ⟨v, hv, h⟩
    have h0 : (bdg t Δ μ k - (E : ℂ) • (1 : Matrix (Fin 2) (Fin 2) ℂ)).det = 0 :=
      Matrix.exists_mulVec_eq_zero_iff.mp
        ⟨v, hv, by rw [Matrix.sub_mulVec, Matrix.smul_mulVec, Matrix.one_mulVec, h, sub_self]⟩
    rw [hdet] at h0
    have h1 := Complex.ofReal_eq_zero.mp h0
    linarith
  · intro h
    have h0 : (bdg t Δ μ k - (E : ℂ) • (1 : Matrix (Fin 2) (Fin 2) ℂ)).det = 0 := by
      rw [hdet, h, sub_self, Complex.ofReal_zero]
    obtain ⟨v, hv, h1⟩ := Matrix.exists_mulVec_eq_zero_iff.mpr h0
    rw [Matrix.sub_mulVec, Matrix.smul_mulVec, Matrix.one_mulVec, sub_eq_zero] at h1
    exact ⟨v, hv, h1⟩

/-- For `t ^ 2 ≠ Δ ^ 2` the squared dispersion is a constant plus a multiple of a perfect square
in `cos k`. -/
theorem energySq_complete_square (t Δ μ k : ℝ) (h : t ^ 2 - Δ ^ 2 ≠ 0) :
    energySq t Δ μ k =
      4 * (t ^ 2 - Δ ^ 2) * (Real.cos k + t * μ / (2 * (t ^ 2 - Δ ^ 2))) ^ 2
        + Δ ^ 2 * (4 - μ ^ 2 / (t ^ 2 - Δ ^ 2)) := by
  rw [energySq, Real.sin_sq]
  field_simp
  ring

/-- For pairing weaker than hopping, the squared dispersion takes the value
`Δ ^ 2 * (4 - μ ^ 2 / (t ^ 2 - Δ ^ 2))` exactly at the momenta with
`cos k = -(t * μ) / (2 * (t ^ 2 - Δ ^ 2))`. -/
theorem energySq_eq_min_iff (t Δ μ k : ℝ) (hΔ : Δ ^ 2 < t ^ 2) :
    energySq t Δ μ k = Δ ^ 2 * (4 - μ ^ 2 / (t ^ 2 - Δ ^ 2)) ↔
      Real.cos k = -(t * μ) / (2 * (t ^ 2 - Δ ^ 2)) := by
  have hne : t ^ 2 - Δ ^ 2 ≠ 0 := (sub_pos.mpr hΔ).ne'
  rw [energySq_complete_square t Δ μ k hne]
  constructor
  · intro h
    have h0 : 4 * (t ^ 2 - Δ ^ 2) *
        (Real.cos k + t * μ / (2 * (t ^ 2 - Δ ^ 2))) ^ 2 = 0 := by linarith
    rcases mul_eq_zero.mp h0 with h1 | h1
    · exact absurd h1 (mul_ne_zero four_ne_zero hne)
    · have h2 := (pow_eq_zero_iff two_ne_zero).mp h1
      rw [neg_div]
      linarith
  · intro h
    rw [h]
    ring

/-- If `Δ ^ 2 < t ^ 2` and `|t * μ| ≤ 2 * (t ^ 2 - Δ ^ 2)`, the minimum of the squared dispersion
over all momenta is `Δ ^ 2 * (4 - μ ^ 2 / (t ^ 2 - Δ ^ 2))`. -/
theorem isLeast_energySq (t Δ μ : ℝ) (hΔ : Δ ^ 2 < t ^ 2)
    (hμ : |t * μ| ≤ 2 * (t ^ 2 - Δ ^ 2)) :
    IsLeast (Set.range (energySq t Δ μ)) (Δ ^ 2 * (4 - μ ^ 2 / (t ^ 2 - Δ ^ 2))) := by
  have hg : 0 < t ^ 2 - Δ ^ 2 := sub_pos.mpr hΔ
  have hg2 : 0 < 2 * (t ^ 2 - Δ ^ 2) := by linarith
  obtain ⟨hl, hr⟩ := abs_le.mp hμ
  constructor
  · -- the condition on μ makes the optimal cosine attainable
    refine ⟨Real.arccos (-(t * μ) / (2 * (t ^ 2 - Δ ^ 2))), ?_⟩
    rw [energySq_eq_min_iff t Δ μ _ hΔ]
    apply Real.cos_arccos
    · rw [le_div_iff₀ hg2]
      linarith
    · rw [div_le_iff₀ hg2]
      linarith
  · rintro _ ⟨k, rfl⟩
    rw [energySq_complete_square t Δ μ k hg.ne']
    have h := mul_nonneg (mul_nonneg (zero_le_four (α := ℝ)) hg.le)
      (sq_nonneg (Real.cos k + t * μ / (2 * (t ^ 2 - Δ ^ 2))))
    linarith

/-- Bulk gap of the Kitaev chain for `Δ ^ 2 < t ^ 2` and `|t * μ| ≤ 2 * (t ^ 2 - Δ ^ 2)`: the least
excitation energy is `|Δ| * √(4 - μ ^ 2 / (t ^ 2 - Δ ^ 2))`. -/
theorem bulk_gap (t Δ μ : ℝ) (hΔ : Δ ^ 2 < t ^ 2)
    (hμ : |t * μ| ≤ 2 * (t ^ 2 - Δ ^ 2)) :
    IsLeast (excitationEnergies t Δ μ) (|Δ| * √(4 - μ ^ 2 / (t ^ 2 - Δ ^ 2))) := by
  obtain ⟨⟨k, hk⟩, hmin⟩ := isLeast_energySq t Δ μ hΔ hμ
  have hnn : 0 ≤ Δ ^ 2 * (4 - μ ^ 2 / (t ^ 2 - Δ ^ 2)) := by
    rw [← hk, energySq]
    positivity
  have hs : |Δ| * √(4 - μ ^ 2 / (t ^ 2 - Δ ^ 2))
      = √(Δ ^ 2 * (4 - μ ^ 2 / (t ^ 2 - Δ ^ 2))) := by
    rw [Real.sqrt_mul (sq_nonneg Δ), Real.sqrt_sq_eq_abs]
  rw [hs]
  constructor
  · exact ⟨Real.sqrt_nonneg _, k,
      (eigenvalue_iff t Δ μ k _).mpr (by rw [Real.sq_sqrt hnn, hk])⟩
  · rintro E ⟨hE, q, hv⟩
    refine Real.sqrt_le_iff.mpr ⟨hE, ?_⟩
    rw [(eigenvalue_iff t Δ μ q E).mp hv]
    exact hmin ⟨q, rfl⟩

/-- In the complementary regime `2 * (t ^ 2 - Δ ^ 2) ≤ |t * μ|`, the minimum of the squared
dispersion is `(2 * |t| - |μ|) ^ 2`, and it is attained at `k = 0` or `k = π`. -/
theorem band_edge_minimum (t Δ μ : ℝ) (hμ : 2 * (t ^ 2 - Δ ^ 2) ≤ |t * μ|) :
    (energySq t Δ μ 0 = (2 * |t| - |μ|) ^ 2 ∨
      energySq t Δ μ Real.pi = (2 * |t| - |μ|) ^ 2) ∧
    ∀ k, (2 * |t| - |μ|) ^ 2 ≤ energySq t Δ μ k := by
  have hsq : (2 * |t| - |μ|) ^ 2 = 4 * t ^ 2 + μ ^ 2 - 4 * |t * μ| := by
    linear_combination 4 * sq_abs t + sq_abs μ + 4 * abs_mul t μ
  rw [hsq]
  constructor
  · rcases le_total 0 (t * μ) with h | h
    · right
      rw [abs_of_nonneg h, energySq, Real.cos_pi, Real.sin_pi]
      ring
    · left
      rw [abs_of_nonpos h, energySq, Real.cos_zero, Real.sin_zero]
      ring
  · intro k
    rw [energySq, Real.sin_sq]
    have hc : |Real.cos k| ≤ 1 := Real.abs_cos_le_one k
    have hc0 : 0 ≤ |Real.cos k| := abs_nonneg _
    have h1 : -(|t * μ| * |Real.cos k|) ≤ t * μ * Real.cos k := by
      rw [← abs_mul]
      exact neg_abs_le _
    -- the excess over the band-edge value factors through 1 - |cos k|
    have h2 : 0 ≤ |t * μ| - (t ^ 2 - Δ ^ 2) * (1 + |Real.cos k|) := by
      rcases le_total 0 (t ^ 2 - Δ ^ 2) with hg | hg
      · have := mul_nonneg hg (sub_nonneg.mpr hc)
        linarith
      · have := mul_nonneg (neg_nonneg.mpr hg) (add_nonneg zero_le_one hc0)
        linarith [abs_nonneg (t * μ)]
    have h3 := mul_nonneg (sub_nonneg.mpr hc) h2
    have h4 : (t ^ 2 - Δ ^ 2) * |Real.cos k| ^ 2 = (t ^ 2 - Δ ^ 2) * Real.cos k ^ 2 := by
      rw [sq_abs]
    nlinarith [h1, h3, h4]

end

end KitaevChainBulkGap
```

```lean
#print axioms KitaevChainBulkGap.bulk_gap
-- 'KitaevChainBulkGap.bulk_gap' depends on axioms: [propext, Classical.choice, Quot.sound]
#print axioms KitaevChainBulkGap.band_edge_minimum
-- 'KitaevChainBulkGap.band_edge_minimum' depends on axioms: [propext, Classical.choice, Quot.sound]
```

## From the determinant to the least eigenvalue

`eigenvalue_iff` first computes the secular determinant in `hdet`, where `linear_combination` supplies i² = −1. Mathlib's `Matrix.exists_mulVec_eq_zero_iff` then links a zero determinant to a nonzero vector annihilated by H(k) − E, in both directions.

`energySq_complete_square` is the completed square: `Real.sin_sq` replaces sin² k, `field_simp` clears the denominators and `ring` checks the polynomial identity. It needs only t² ≠ Δ². In `energySq_eq_min_iff`, equality with the constant forces the product 4g(x + tμ/(2g))² to vanish; since g ≠ 0, the square is zero and the cosine follows.

`isLeast_energySq` has two halves. For attainment, it takes k to be the `Real.arccos` of the optimal cosine, and the two bounds required by `Real.cos_arccos` come from the condition on μ. For the lower bound, it drops the nonnegative square.

`bulk_gap` carries this over to eigenvalues. It rewrites the claimed gap as the square root of the minimum of E(k)². The minimising momentum then provides an eigenvector through `eigenvalue_iff`. Conversely, any excitation energy E has E² equal to a value of the dispersion, so `Real.sqrt_le_iff` gives the bound.

`band_edge_minimum` evaluates the dispersion at k = π or k = 0 according to the sign of tμ. For general k, `h1` is the estimate tμ cos k ≥ −|tμ|c, `h2` is the sign of the second factor, and `h3` is its product with 1 − c. The closing `nlinarith` combines them into the inequality derived above.
